# For nonzero corrections with no two successive ones equal, the Shanks transform is constant exactly when the corrections are geometric

Let $S_n$ be the partial sums of a perturbation series for an energy, with corrections $d_n=S_{n+1}-S_n$. If every $d_n\neq0$ and every $d_{n+1}\neq d_n$, then

$$T_n=S_n+\frac{d_n^2}{d_n-d_{n+1}}$$

is independent of $n$ if and only if $d_{n+1}/d_n$ is. If the nonzero corrections are exactly geometric with common ratio $q\neq1$, three successive partial sums therefore fix the constant $E=T_n$, even if the series diverges. A Møller–Plesset series in a finite basis cannot have nonzero corrections that are exactly geometric at all orders: its energy, as a function of the perturbation strength $\lambda$, would have a pole at $\lambda=1/q$, whereas the eigenvalues of a finite matrix $H_0+\lambda V$ stay bounded near every finite $\lambda$. Under the two conditions above, its $T_n$ therefore changes with $n$.

The algebra works over any field `K`, so it covers real and complex series. Convergence is treated for real ones.

```lean
import Mathlib

open Filter Topology

namespace ShanksResummation

noncomputable section

variable {K : Type*} [Field K]
```

## Corrections, transform and ratio

A series is represented by its partial sums, a function `S : ℕ → K`. The index starts at 0 at whichever perturbation order the sequence begins, and `increment S n` is the correction leading from $S_n$ to $S_{n+1}$.

```lean
/-- The energy correction `d_n = S_(n+1) - S_n` between successive partial sums. -/
def increment (S : ℕ → K) (n : ℕ) : K := S (n + 1) - S n
```

The transform $T_n$ is `shanks S n`.

```lean
/-- The Shanks transform `S_n + d_n^2 / (d_n - d_(n+1))` of the partial sums. -/
def shanks (S : ℕ → K) (n : ℕ) : K :=
  S n + increment S n ^ 2 / (increment S n - increment S (n + 1))
```

The ratio $r_n=d_{n+1}/d_n$ is `ratio S n`.

```lean
/-- The ratio `d_(n+1) / d_n` of successive energy corrections. -/
def ratio (S : ℕ → K) (n : ℕ) : K := increment S (n + 1) / increment S n
```

## Comparing neighbouring orders is enough

Independence of $n$ means $f_m=f_n$ for all $m,n$. If $f_{n+1}=f_n$ for every $n$, induction gives $f_n=f_0$, and hence equality at any two orders. The other direction is immediate.

```lean
/-- A quantity is the same at all orders exactly when it never changes from one order
to the next. -/
theorem const_iff_succ {α : Type*} (f : ℕ → α) :
    (∀ m n, f m = f n) ↔ ∀ n, f (n + 1) = f n := by
  constructor
  · intro h n
    exact h _ _
  · intro h
    have h0 : ∀ n, f n = f 0 := by
      intro n
      induction n with
      | zero => rfl
      | succ k ih => exact (h k).trans ih
    intro m n
    exact (h0 m).trans (h0 n).symm
```

## How the transform changes in one order

Write $a=d_n$, $b=d_{n+1}$, $c=d_{n+2}$. Since $S_{n+1}=S_n+a$ and $a-\frac{a^2}{a-b}=-\frac{ab}{a-b}$,

$$T_{n+1}-T_n=\frac{b^2}{b-c}-\frac{ab}{a-b}
=\frac{b\,[b(a-b)-a(b-c)]}{(a-b)(b-c)}
=\frac{b\,(ac-b^2)}{(a-b)(b-c)}.$$

In the proof, `key` is this identity for arbitrary numbers; `field_simp` clears the denominators and `ring` compares the polynomials.

```lean
/-- The change of the Shanks transform from one order to the next, expressed through three
successive energy corrections, of which neighbouring ones differ. -/
theorem shanks_succ_sub (S : ℕ → K) (n : ℕ)
    (h₁ : increment S (n + 1) ≠ increment S n)
    (h₂ : increment S (n + 2) ≠ increment S (n + 1)) :
    shanks S (n + 1) - shanks S n =
      increment S (n + 1) * (increment S n * increment S (n + 2) - increment S (n + 1) ^ 2) /
        ((increment S n - increment S (n + 1)) *
          (increment S (n + 1) - increment S (n + 2))) := by
  -- the identity for four independent numbers
  have key : ∀ s a b c : K, a - b ≠ 0 → b - c ≠ 0 →
      (s + a + b ^ 2 / (b - c)) - (s + a ^ 2 / (a - b)) =
        b * (a * c - b ^ 2) / ((a - b) * (b - c)) := by
    intro s a b c hab hbc
    field_simp
    ring
  have hS : S (n + 1) = S n + increment S n := by
    unfold increment
    ring
  have h := key (S n) (increment S n) (increment S (n + 1)) (increment S (n + 2))
    (sub_ne_zero.mpr h₁.symm) (sub_ne_zero.mpr h₂.symm)
  rw [← hS] at h
  exact h
```

The denominator and $b$ are nonzero, so $T_{n+1}=T_n$ exactly when $ac=b^2$. Dividing by $ab$ turns this into $c/b=b/a$, that is, $r_{n+1}=r_n$. The rewrites below remove the nonzero factors in the same way.

```lean
/-- If no correction vanishes and no two successive ones are equal, then two successive Shanks
transforms agree exactly when the two successive ratios of energy corrections agree. -/
theorem shanks_succ_eq_iff (S : ℕ → K) (hd : ∀ n, increment S n ≠ 0)
    (hg : ∀ n, increment S (n + 1) ≠ increment S n) (n : ℕ) :
    shanks S (n + 1) = shanks S n ↔ ratio S (n + 1) = ratio S n := by
  have hden : (increment S n - increment S (n + 1)) *
      (increment S (n + 1) - increment S (n + 2)) ≠ 0 :=
    mul_ne_zero (sub_ne_zero.mpr (hg n).symm) (sub_ne_zero.mpr (hg (n + 1)).symm)
  change _ ↔ increment S (n + 2) / increment S (n + 1) = increment S (n + 1) / increment S n
  rw [← sub_eq_zero (a := shanks S (n + 1)), shanks_succ_sub S n (hg n) (hg (n + 1)),
    div_eq_zero_iff, or_iff_left hden, mul_eq_zero, or_iff_right (hd (n + 1)),
    div_eq_div_iff (hd (n + 1)) (hd n)]
  constructor <;> intro h <;> linear_combination h
```

## Constant transform, constant ratio

Applying the one-order equivalence at every $n$, and passing between neighbouring and arbitrary orders on both sides, gives the main theorem. Its hypothesis `hd` says that no correction vanishes, which excludes series with orders missing by symmetry. The hypothesis `hg` says that successive corrections differ, which keeps the denominator of $T_n$ nonzero.

```lean
/-- If no correction vanishes and no two successive ones are equal, then the Shanks transform is
independent of the order exactly when the ratio of successive energy corrections is independent of
the order. -/
theorem shanks_const_iff_ratio_const (S : ℕ → K) (hd : ∀ n, increment S n ≠ 0)
    (hg : ∀ n, increment S (n + 1) ≠ increment S n) :
    (∀ m n, shanks S m = shanks S n) ↔ ∀ m n, ratio S m = ratio S n :=
  (const_iff_succ (shanks S)).trans
    ((forall_congr' (shanks_succ_eq_iff S hd hg)).trans (const_iff_succ (ratio S)).symm)
```

Without `hg` the equivalence fails. For $S_n=n$ every correction is 1 and the ratio is constantly 1, but the denominator of $T_n$ is zero. Lean sets $1/0=0$, so there $T_n=n$, which is not constant.

## The error is multiplied by a fixed factor at each order

Suppose $T_n=E$ for all $n$, and let $q=r_0$ be the common ratio. Then

$$E-S_n=\frac{d_n^2}{d_n-qd_n}=\frac{d_n}{1-q},\qquad d_n=(1-q)(E-S_n),$$

and so

$$S_{n+1}-E=(S_n-E)+(1-q)(E-S_n)=q\,(S_n-E).$$

By induction $S_n=E+(S_0-E)q^n$. In the code, `h2` is the formula for $d_n$, and the last line combines it with the induction hypothesis.

```lean
/-- If no correction vanishes, no two successive ones are equal, and the Shanks transform equals `E`
at every order, then the error `S_n - E` of the partial sums is the initial error times the `n`-th
power of the ratio of corrections. -/
theorem partial_sum_of_shanks_eq (S : ℕ → K) (hd : ∀ n, increment S n ≠ 0)
    (hg : ∀ n, increment S (n + 1) ≠ increment S n) (E : K)
    (h : ∀ n, shanks S n = E) (n : ℕ) :
    S n = E + (S 0 - E) * ratio S 0 ^ n := by
  have hc := (shanks_const_iff_ratio_const S hd hg).mp fun m n => (h m).trans (h n).symm
  induction n with
  | zero => simp
  | succ k ih =>
    have hr : increment S (k + 1) = ratio S 0 * increment S k := by
      rw [← hc k 0, ratio, div_mul_cancel₀ _ (hd k)]
    have h1 : increment S k ^ 2 / (increment S k - increment S (k + 1)) = E - S k := by
      have hk := h k
      unfold shanks at hk
      linear_combination hk
    rw [div_eq_iff (sub_ne_zero.mpr (hg k).symm), hr] at h1
    -- the correction is a fixed fraction of the remaining error
    have h2 : increment S k = (E - S k) * (1 - ratio S 0) :=
      mul_right_cancel₀ (hd k) (by linear_combination h1)
    have h3 : S (k + 1) = S k + increment S k := by
      unfold increment
      ring
    linear_combination h3 + h2 + ratio S 0 * ih
```

Conversely, let $S_n=E+aq^n$ satisfy both hypotheses, with $a$ now the amplitude. Then $d_n=aq^n(q-1)$ and $d_n-d_{n+1}=-aq^n(q-1)^2$, so

$$\frac{d_n^2}{d_n-d_{n+1}}=-aq^n=E-S_n,$$

and $T_n=E$.

```lean
/-- If no correction vanishes and no two successive ones are equal, then the Shanks transform equals
`E` at every order exactly when the partial sums have the form `E + a q^n`. -/
theorem shanks_eq_iff_geometric (S : ℕ → K) (hd : ∀ n, increment S n ≠ 0)
    (hg : ∀ n, increment S (n + 1) ≠ increment S n) (E : K) :
    (∀ n, shanks S n = E) ↔ ∃ a q : K, ∀ n, S n = E + a * q ^ n := by
  constructor
  · intro h
    exact ⟨S 0 - E, ratio S 0, partial_sum_of_shanks_eq S hd hg E h⟩
  · rintro ⟨a, q, hS⟩ n
    -- the Shanks correction cancels the error exactly
    have h1 : increment S n ^ 2 / (increment S n - increment S (n + 1)) = E - S n := by
      rw [div_eq_iff (sub_ne_zero.mpr (hg n).symm)]
      simp only [increment, hS]
      ring
    rw [shanks, h1]
    ring
```

## When the real series converges to the constant

The initial error $S_0-E$ is nonzero: otherwise $S_1=E=S_0$ and $d_0=0$. If $|q|<1$, then $q^n\to0$ and $S_n\to E$. If $|q|\ge1$, then

$$|S_n-E|=|S_0-E|\,|q|^n\ge|S_0-E|>0,$$

so $S_n$ cannot approach $E$. The proof obtains the contradiction by taking $|S_0-E|$ as the tolerance in the definition of the limit.

```lean
/-- For real partial sums with nonzero corrections, no two successive ones equal, and with Shanks
transform equal to `E` at every order, the sums converge to `E` exactly when the ratio of
corrections is smaller than one in magnitude. -/
theorem tendsto_iff_ratio_lt_one (S : ℕ → ℝ) (hd : ∀ n, increment S n ≠ 0)
    (hg : ∀ n, increment S (n + 1) ≠ increment S n) (E : ℝ)
    (h : ∀ n, shanks S n = E) :
    Tendsto S atTop (𝓝 E) ↔ |ratio S 0| < 1 := by
  have hform := partial_sum_of_shanks_eq S hd hg E h
  -- the initial error cannot vanish, since the first correction does not
  have ha : S 0 - E ≠ 0 := by
    intro h0
    apply hd 0
    have h1 := hform 1
    rw [h0, zero_mul, add_zero] at h1
    change S 1 - S 0 = 0
    linarith
  constructor
  · intro ht
    by_contra hq
    have hq' : 1 ≤ |ratio S 0| := not_lt.mp hq
    obtain ⟨N, hN⟩ := Metric.tendsto_atTop.mp ht |S 0 - E| (abs_pos.mpr ha)
    have h1 := hN N le_rfl
    rw [Real.dist_eq, hform N, add_sub_cancel_left, abs_mul, abs_pow] at h1
    have h2 : 1 ≤ |ratio S 0| ^ N := one_le_pow₀ hq'
    nlinarith [abs_nonneg (S 0 - E)]
  · intro hq
    have h1 := ((tendsto_pow_atTop_nhds_zero_of_abs_lt_one hq).const_mul (S 0 - E)).const_add E
    rw [mul_zero, add_zero] at h1
    exact h1.congr fun n => (hform n).symm
```

## Series that satisfy both hypotheses

For $S_n=E+aq^n$ with $a\neq0$ and $q\neq0,1$,

$$d_n=aq^n(q-1)\neq0,\qquad d_{n+1}-d_n=aq^n(q-1)^2\neq0.$$

Over the reals, $q=-2$ gives a divergent series whose transform equals $E$ at every order.

```lean
/-- The partial sums `E + a q^n` with `a ≠ 0` and `q` different from 0 and 1 have nonzero
corrections, and successive corrections differ. -/
theorem geometric_witness (E a q : K) (ha : a ≠ 0) (hq : q ≠ 0) (hq1 : q ≠ 1) :
    (∀ n, increment (fun k => E + a * q ^ k) n ≠ 0) ∧
      ∀ n, increment (fun k => E + a * q ^ k) (n + 1) ≠
        increment (fun k => E + a * q ^ k) n := by
  have hs : q - 1 ≠ 0 := sub_ne_zero.mpr hq1
  constructor
  · intro n
    have h1 : increment (fun k => E + a * q ^ k) n = a * q ^ n * (q - 1) := by
      simp only [increment]
      ring
    rw [h1]
    exact mul_ne_zero (mul_ne_zero ha (pow_ne_zero n hq)) hs
  · intro n
    have h1 : increment (fun k => E + a * q ^ k) (n + 1) -
        increment (fun k => E + a * q ^ k) n = a * q ^ n * (q - 1) ^ 2 := by
      simp only [increment]
      ring
    apply sub_ne_zero.mp
    rw [h1]
    exact mul_ne_zero (mul_ne_zero ha (pow_ne_zero n hq)) (pow_ne_zero 2 hs)

end

end ShanksResummation
```

```lean
#print axioms ShanksResummation.shanks_eq_iff_geometric
-- 'ShanksResummation.shanks_eq_iff_geometric' depends on axioms: [propext, Classical.choice, Quot.sound]
#print axioms ShanksResummation.tendsto_iff_ratio_lt_one
-- 'ShanksResummation.tendsto_iff_ratio_lt_one' depends on axioms: [propext, Classical.choice, Quot.sound]
```
